# Fluctuation-dissipation exchange with fractional occupations: closed form and comparison with Fock exchange

The exchange-correlation energy in the random-phase approximation is the sum of an exchange part and a correlation part. The exchange part can be written as the Fock expression in the occupied orbitals, or, in the zero-temperature fluctuation-dissipation form, as an integral over continuous imaginary frequencies of the non-interacting response function, taken with a minus sign and contracted with the Coulomb interaction, from which a self-interaction term is subtracted. In an insulator with integer occupations the two agree. With the smeared occupations of a metal they can differ: for one level with occupation ½ and exchange integral K, the response form gives −K/4 and the Fock form gives −K/8. The theorems below give the response form in closed form, for finitely many non-interacting levels whose occupations are given by one function of energy that does not increase, so that degenerate levels are equally filled. For occupations between 0 and 1 and nonnegative exchange integrals they also say when the two coincide.

## The definitions

```lean
import Mathlib

open MeasureTheory Set Filter Topology

namespace FractionalExchange

noncomputable section
```

These lines load Mathlib and allow short names for integrals, intervals and limits.

```lean
/-- Imaginary-frequency response kernel of a pair of levels with occupations `fi, fj`
and energies `ei, ej`, at frequency `w`. -/
def pairKernel (fi fj ei ej w : ℝ) : ℝ :=
  (fi - fj) * (ej - ei) / (w ^ 2 + (ej - ei) ^ 2)
```

A definition lists its arguments, here five real numbers, and gives a value after `:=`. Levels i and j have occupations f_i, f_j and energies e_i, e_j, and w is the imaginary frequency, in the same units as the energies. The kernel is

k(w) = (f_i − f_j)(e_j − e_i) / (w² + (e_j − e_i)²).

The ordered pair (i, j) enters minus the non-interacting response at frequency iw with weight (f_i − f_j)/(e_j − e_i − iw); k is the average of this weight over the two orders (i, j) and (j, i), which is also its real part.

```lean
/-- The integral of the pair kernel over positive frequencies, divided by `π`. -/
def pairIntegral (fi fj ei ej : ℝ) : ℝ :=
  1 / Real.pi * ∫ w in Ioi (0 : ℝ), pairKernel fi fj ei ej w
```

`Ioi (0 : ℝ)` is the open half-line w > 0, so the denominator of k never vanishes on the domain. The pair integral is

I_ij = (1/π) ∫_{w>0} k(w) dw.

```lean
variable {ι : Type*} [Fintype ι]

/-- Exchange energy in fluctuation-dissipation form: half the `K`-weighted sum of the pair
frequency integrals minus the mean occupations `(f_i + f_j)/2`, with `f_i = f (e i)`. -/
def acfdExchange (K : ι → ι → ℝ) (f : ℝ → ℝ) (e : ι → ℝ) : ℝ :=
  1 / 2 * ∑ i, ∑ j, K i j *
    (pairIntegral (f (e i)) (f (e j)) (e i) (e j) - (f (e i) + f (e j)) / 2)
```

The type `ι` labels finitely many spin orbitals; in a crystal a label is a band, a spin and a point of a finite k-mesh. `K` is a real matrix K_ij, `e` lists the energies, and `f` is one function of energy, so f_i = f(e_i) is written `f (e i)`. The definition reads

E_acfd = ½ Σ_ij K_ij [ I_ij − (f_i + f_j)/2 ].

Both sums run over all labels, with i = j included and each pair counted in both orders. Physically K_ij is the exchange integral of orbitals i and j, with mesh weights absorbed, and it is zero for opposite spins. The first term is minus the response, integrated over frequency and contracted with the interaction. The second is the self-interaction term, whose delta function has been expanded in the orbitals and symmetrised in i and j. This expression is the definition: it is not derived from a many-body Hamiltonian, and the K_ij are arbitrary finite numbers, so the Coulomb singularity at zero momentum transfer is not treated. The frequency integral is the continuous one of the zero-temperature formula, and the correlation energy does not appear. For Fermi–Dirac occupations, the Matsubara sum at the same temperature, with the static limit taken for equal energies, would instead give back the Fock expression below.

```lean
/-- Fock exchange energy `-(1/2) ∑ K_ij f_i f_j` with `f_i = f (e i)`. -/
def fockExchange (K : ι → ι → ℝ) (f : ℝ → ℝ) (e : ι → ℝ) : ℝ :=
  -(1 / 2 * ∑ i, ∑ j, K i j * (f (e i) * f (e j)))
```

This is the Fock expression with the occupations as weights:

E_Fock = −½ Σ_ij K_ij f_i f_j.

## The frequency integral

```lean
/-- For a gap `d > 0` the Lorentzian `d/(w²+d²)` is integrable over `w > 0`,
with integral `π/2`. -/
theorem lorentzian_integral {d : ℝ} (hd : 0 < d) :
    IntegrableOn (fun w : ℝ => d / (w ^ 2 + d ^ 2)) (Ioi 0) ∧
      ∫ w in Ioi (0 : ℝ), d / (w ^ 2 + d ^ 2) = Real.pi / 2 := by
  -- the antiderivative is arctan (w / d)
  have hder : ∀ w ∈ Ici (0 : ℝ),
      HasDerivAt (fun w => Real.arctan (w / d)) (d / (w ^ 2 + d ^ 2)) w := by
    intro w _
    have h : HasDerivAt (fun w => Real.arctan (w / d)) (1 / (1 + (w / d) ^ 2) * (1 / d)) w :=
      ((hasDerivAt_id' w).div_const d).arctan
    refine h.congr_deriv ?_
    have h0 : d ≠ 0 := hd.ne'
    have h1 : w ^ 2 + d ^ 2 ≠ 0 := by positivity
    have h2 : 1 + (w / d) ^ 2 = (w ^ 2 + d ^ 2) / d ^ 2 := by
      rw [div_pow, add_div, div_self (pow_ne_zero 2 h0), add_comm]
    rw [h2]
    field_simp
  have hpos : ∀ w ∈ Ioi (0 : ℝ), 0 ≤ d / (w ^ 2 + d ^ 2) := fun w _ => by positivity
  have hlim : Tendsto (fun w => Real.arctan (w / d)) atTop (𝓝 (Real.pi / 2)) :=
    (Real.tendsto_arctan_atTop.mono_right nhdsWithin_le_nhds).comp
      (tendsto_id.atTop_div_const hd)
  refine ⟨integrableOn_Ioi_deriv_of_nonneg' hder hpos hlim, ?_⟩
  have h := integral_Ioi_of_hasDerivAt_of_nonneg' hder hpos hlim
  simpa using h
```

A theorem lists its hypotheses before the colon, here `hd : 0 < d` for a gap d, and `∧` joins two claims: d/(w² + d²) is integrable on w > 0, and its integral is π/2. By hand,

d/dw arctan(w/d) = (1/d) / (1 + w²/d²) = d/(w² + d²),

∫_{w>0} d/(w² + d²) dw = π/2 − arctan 0 = π/2.

In the proof, `hder` is the first line, for w ≥ 0 (`Ici`): the chain rule gives `h`, and `h2` with `field_simp` clears the fractions. `hpos` is the sign of the integrand and `hlim` is the limit arctan(w/d) → π/2. A nonnegative derivative of a function with a finite limit is integrable, and its integral is the limit minus the starting value; the two Mathlib lemmas ending in `nonneg'` state this. The value does not depend on d.

```lean
/-- The pair kernel is integrable over positive frequencies for all occupations and energies. -/
theorem pairKernel_integrable (fi fj ei ej : ℝ) :
    IntegrableOn (pairKernel fi fj ei ej) (Ioi 0) := by
  rcases lt_trichotomy ei ej with h | h | h
  · have e : pairKernel fi fj ei ej
        = fun w => (fi - fj) * ((ej - ei) / (w ^ 2 + (ej - ei) ^ 2)) := by
      funext w
      unfold pairKernel
      ring
    rw [e]
    exact Integrable.const_mul (lorentzian_integral (sub_pos.2 h)).1 _
  · have e : pairKernel fi fj ei ej = fun _ => 0 := by
      funext w
      simp [pairKernel, h]
    rw [e]
    exact integrableOn_zero
  · have e : pairKernel fi fj ei ej
        = fun w => (fj - fi) * ((ei - ej) / (w ^ 2 + (ei - ej) ^ 2)) := by
      funext w
      unfold pairKernel
      rw [show (ej - ei) ^ 2 = (ei - ej) ^ 2 by ring]
      ring
    rw [e]
    exact Integrable.const_mul (lorentzian_integral (sub_pos.2 h)).1 _
```

The kernel is integrable for all occupations and energies. Lean assigns the value 0 to the integral of a non-integrable function, and this theorem shows that `pairIntegral` is always a true integral. `lt_trichotomy` splits into three cases. For e_i < e_j the kernel is (f_i − f_j) times the Lorentzian with d = e_j − e_i. For e_i = e_j the numerator vanishes. For e_j < e_i both factors change sign, which gives (f_j − f_i) times the Lorentzian with d = e_i − e_j.

```lean
/-- If level `i` lies below level `j`, the pair integral is `(fi - fj)/2`. -/
theorem pairIntegral_of_lt (fi fj : ℝ) {ei ej : ℝ} (h : ei < ej) :
    pairIntegral fi fj ei ej = (fi - fj) / 2 := by
  have e : ∀ w, pairKernel fi fj ei ej w
      = (fi - fj) * ((ej - ei) / (w ^ 2 + (ej - ei) ^ 2)) := by
    intro w
    unfold pairKernel
    ring
  have hpi := Real.pi_ne_zero
  unfold pairIntegral
  simp only [e]
  rw [integral_const_mul, (lorentzian_integral (sub_pos.2 h)).2]
  field_simp
```

For e_i < e_j and any two occupations,

I_ij = (1/π)(f_i − f_j)(π/2) = (f_i − f_j)/2.

`integral_const_mul` takes the constant out of the integral, the second half of `lorentzian_integral` supplies π/2, and `field_simp` cancels π.

```lean
/-- For occupations that don't increase with energy, the pair integral of levels `a, b`
equals `(f a + f b)/2 - min (f a) (f b)`. -/
theorem pairIntegral_antitone {f : ℝ → ℝ} (hf : Antitone f) (a b : ℝ) :
    pairIntegral (f a) (f b) a b = (f a + f b) / 2 - min (f a) (f b) := by
  rcases lt_trichotomy a b with h | h | h
  · rw [pairIntegral_of_lt _ _ h, min_eq_right (hf h.le)]
    ring
  · subst h
    simp [pairIntegral, pairKernel]
  · -- the kernel is symmetric under exchange of the two levels
    have e : pairKernel (f a) (f b) a b = pairKernel (f b) (f a) b a := by
      funext w
      unfold pairKernel
      rw [show (b - a) ^ 2 = (a - b) ^ 2 by ring]
      ring
    have s : pairIntegral (f a) (f b) a b = pairIntegral (f b) (f a) b a := by
      unfold pairIntegral
      rw [e]
    rw [s, pairIntegral_of_lt _ _ h, min_eq_left (hf h.le)]
    ring
```

`Antitone f` means that a ≤ b implies f(b) ≤ f(a): occupation does not rise with energy. The Fermi–Dirac function and a step from 1 down to 0 are of this kind. For energies a and b the claim is that the pair integral equals

(f(a) + f(b))/2 − min(f(a), f(b)).

For a < b the minimum is f(b), which is `min_eq_right (hf h.le)`, and

(f(a) + f(b))/2 − f(b) = (f(a) − f(b))/2,

in agreement with the previous theorem. For a = b both sides are zero. For b < a the kernel is unchanged when the two levels are swapped (`e`), so the integral is unchanged too (`s`), and the same argument runs with the roles reversed. No bound on the values of f is used.

```lean
/-- For antitone occupations the fluctuation-dissipation exchange energy equals
`-(1/2) ∑ K_ij min(f_i, f_j)`. -/
theorem acfdExchange_eq (K : ι → ι → ℝ) {f : ℝ → ℝ} (hf : Antitone f) (e : ι → ℝ) :
    acfdExchange K f e = -(1 / 2 * ∑ i, ∑ j, K i j * min (f (e i)) (f (e j))) := by
  have h : ∀ i j, K i j *
      (pairIntegral (f (e i)) (f (e j)) (e i) (e j) - (f (e i) + f (e j)) / 2)
        = -(K i j * min (f (e i)) (f (e j))) := fun i j => by
    rw [pairIntegral_antitone hf]
    ring
  unfold acfdExchange
  simp only [h, Finset.sum_neg_distrib]
  ring
```

Inserting this into the definition cancels the mean occupations pair by pair (`h`):

K_ij [ I_ij − (f_i + f_j)/2 ] = −K_ij min(f_i, f_j),

E_acfd = −½ Σ_ij K_ij min(f_i, f_j).

The only hypothesis is `hf`; K needs neither a sign nor symmetry.

## Comparison with Fock exchange

```lean
/-- Two occupations in `[0,1]` satisfy `a b ≤ min a b`, with equality exactly when one of
them is `0` or `1`. -/
theorem mul_le_min_occ {a b : ℝ} (ha : a ∈ Icc (0 : ℝ) 1) (hb : b ∈ Icc (0 : ℝ) 1) :
    a * b ≤ min a b ∧ (min a b = a * b ↔ a = 0 ∨ b = 0 ∨ a = 1 ∨ b = 1) := by
  obtain ⟨ha0, ha1⟩ := ha
  obtain ⟨hb0, hb1⟩ := hb
  refine ⟨le_min (by nlinarith [mul_nonneg ha0 (sub_nonneg.2 hb1)])
    (by nlinarith [mul_nonneg hb0 (sub_nonneg.2 ha1)]), fun h => ?_, ?_⟩
  · rcases le_total a b with hab | hab
    · rw [min_eq_left hab] at h
      have h1 : a * (1 - b) = 0 := by linear_combination h
      rcases mul_eq_zero.1 h1 with h2 | h2
      · exact Or.inl h2
      · exact Or.inr (Or.inr (Or.inr (by linarith)))
    · rw [min_eq_right hab] at h
      have h1 : b * (1 - a) = 0 := by linear_combination h
      rcases mul_eq_zero.1 h1 with h2 | h2
      · exact Or.inr (Or.inl h2)
      · exact Or.inr (Or.inr (Or.inl (by linarith)))
  · rintro (h | h | h | h)
    · rw [h, min_eq_left hb0, zero_mul]
    · rw [h, min_eq_right ha0, mul_zero]
    · rw [h, min_eq_right hb1, one_mul]
    · rw [h, min_eq_left ha1, mul_one]
```

Here a and b are occupations, `Icc (0 : ℝ) 1` is the closed interval [0, 1], `↔` is "if and only if" and `∨` is "or". From a(1 − b) ≥ 0 follows ab ≤ a, and from b(1 − a) ≥ 0 follows ab ≤ b; these products are the hints given to `nlinarith`, and `le_min` combines the bounds into ab ≤ min(a, b). If equality holds and a ≤ b, then a = ab, so a(1 − b) = 0 (`h1`), and a = 0 or b = 1. The case b ≤ a gives b = 0 or a = 1. The last four lines substitute each value to obtain the converse.

```lean
/-- For antitone occupations in `[0,1]` and `K_ij ≥ 0`, the fluctuation-dissipation exchange
is at most the Fock exchange, with equality exactly when `min(f_i, f_j) = f_i f_j` for every
pair with `K_ij ≠ 0`. -/
theorem acfdExchange_le_fock {K : ι → ι → ℝ} {f : ℝ → ℝ} {e : ι → ℝ} (hf : Antitone f)
    (h01 : ∀ i, f (e i) ∈ Icc (0 : ℝ) 1) (hK : ∀ i j, 0 ≤ K i j) :
    acfdExchange K f e ≤ fockExchange K f e ∧
      (acfdExchange K f e = fockExchange K f e ↔
        ∀ i j, K i j ≠ 0 → min (f (e i)) (f (e j)) = f (e i) * f (e j)) := by
  -- the difference is a sum of nonnegative pair terms
  have hD : fockExchange K f e - acfdExchange K f e
      = 1 / 2 * ∑ i, ∑ j, K i j * (min (f (e i)) (f (e j)) - f (e i) * f (e j)) := by
    rw [acfdExchange_eq K hf e]
    unfold fockExchange
    simp only [mul_sub, Finset.sum_sub_distrib]
    ring
  have ht : ∀ i j, 0 ≤ K i j * (min (f (e i)) (f (e j)) - f (e i) * f (e j)) := fun i j =>
    mul_nonneg (hK i j) (sub_nonneg.2 (mul_le_min_occ (h01 i) (h01 j)).1)
  have hrow : ∀ i, 0 ≤ ∑ j, K i j * (min (f (e i)) (f (e j)) - f (e i) * f (e j)) :=
    fun i => Finset.sum_nonneg fun j _ => ht i j
  have hs : 0 ≤ ∑ i, ∑ j, K i j * (min (f (e i)) (f (e j)) - f (e i) * f (e j)) :=
    Finset.sum_nonneg fun i _ => hrow i
  refine ⟨by linarith, fun h i j hij => ?_, fun h => ?_⟩
  · have h0 : ∑ i, ∑ j, K i j * (min (f (e i)) (f (e j)) - f (e i) * f (e j)) = 0 := by
      linarith
    have hi := (Finset.sum_eq_zero_iff_of_nonneg fun i _ => hrow i).1 h0 i (Finset.mem_univ i)
    have hj := (Finset.sum_eq_zero_iff_of_nonneg fun j _ => ht i j).1 hi j (Finset.mem_univ j)
    rcases mul_eq_zero.1 hj with h1 | h1
    · exact absurd h1 hij
    · linarith
  · have h0 : ∑ i, ∑ j, K i j * (min (f (e i)) (f (e j)) - f (e i) * f (e j)) = 0 := by
      refine Finset.sum_eq_zero fun i _ => Finset.sum_eq_zero fun j _ => ?_
      by_cases hij : K i j = 0
      · rw [hij, zero_mul]
      · rw [h i j hij, sub_self, mul_zero]
    linarith
```

The hypotheses are `hf`, then `h01`, which places f_i in [0, 1] at the levels e_i only, and `hK`, which says K_ij ≥ 0. Nonnegativity holds for Coulomb exchange integrals, but here it is assumed. The conclusion is E_acfd ≤ E_Fock, with equality exactly when min(f_i, f_j) = f_i f_j for every pair with K_ij ≠ 0. The step `hD` is

E_Fock − E_acfd = ½ Σ_ij K_ij [ min(f_i, f_j) − f_i f_j ].

Each term is a product of two nonnegative factors (`ht`), so each row sum (`hrow`) and the total (`hs`) are nonnegative, and `linarith` concludes the inequality. A sum of nonnegative terms vanishes only if every term does; `Finset.sum_eq_zero_iff_of_nonneg` is applied once to the rows and once within a row, and for K_ij ≠ 0 the bracket must then vanish. Conversely, each term is zero through K_ij or through the bracket.

```lean
/-- For antitone occupations in `[0,1]` and `K_ij ≥ 0`: integer occupations make the two
exchange energies equal, and if all `K_ii > 0` equality forces integer occupations. -/
theorem exchange_eq_and_integer {K : ι → ι → ℝ} {f : ℝ → ℝ} {e : ι → ℝ} (hf : Antitone f)
    (h01 : ∀ i, f (e i) ∈ Icc (0 : ℝ) 1) (hK : ∀ i j, 0 ≤ K i j) :
    ((∀ i, f (e i) = 0 ∨ f (e i) = 1) → acfdExchange K f e = fockExchange K f e) ∧
      ((∀ i, 0 < K i i) → acfdExchange K f e = fockExchange K f e →
        ∀ i, f (e i) = 0 ∨ f (e i) = 1) := by
  have hmain := (acfdExchange_le_fock hf h01 hK).2
  refine ⟨fun h => hmain.2 fun i j _ => ?_, fun hd h i => ?_⟩
  · refine (mul_le_min_occ (h01 i) (h01 j)).2.2 ?_
    rcases h i with h1 | h1
    · exact Or.inl h1
    · exact Or.inr (Or.inr (Or.inl h1))
  · -- the diagonal pair gives f_i = f_i ^ 2
    rcases (mul_le_min_occ (h01 i) (h01 i)).2.1 (hmain.1 h i i (hd i).ne') with h1 | h1 | h1 | h1
    exacts [Or.inl h1, Or.inl h1, Or.inr h1, Or.inr h1]

end

end FractionalExchange
```

```lean
#print axioms FractionalExchange.pairKernel_integrable
-- 'FractionalExchange.pairKernel_integrable' depends on axioms: [propext, Classical.choice, Quot.sound]
#print axioms FractionalExchange.acfdExchange_le_fock
-- 'FractionalExchange.acfdExchange_le_fock' depends on axioms: [propext, Classical.choice, Quot.sound]
#print axioms FractionalExchange.exchange_eq_and_integer
-- 'FractionalExchange.exchange_eq_and_integer' depends on axioms: [propext, Classical.choice, Quot.sound]
```

There are two implications under the same three hypotheses. First, if every f_i is 0 or 1, the energies are equal, because each pair (i, j) has f_i integer and `mul_le_min_occ` gives equality for it. Second, if every K_ii > 0 and the energies are equal, then every f_i is 0 or 1: the diagonal pair is among those with K_ij ≠ 0, its condition is f_i = f_i², and the four alternatives reduce to two.

## Small counter-examples

The examples and remarks from here on are ordinary reasoning added to the theorems, not statements in the file. Take two levels with e_i < e_j, K_ij = K_ji = 1 and zero diagonal. This matrix only tests the hypotheses, since Coulomb exchange integrals have K_ii > 0. If the occupations are inverted, f_i = 0 and f_j = 1, antitonicity fails. The pair integral is −½, where the formula with the minimum would give +½, and E_acfd = −1 while E_Fock = 0, although both occupations are integer. With f_i = 1 and f_j = ½ instead, all three common hypotheses hold and both energies equal −½, so without K_ii > 0 equality does not force integer occupations. A single level with the spin-summed value f = 2 and K > 0, put into these spin-orbital formulas, gives E_acfd = −K and E_Fock = −2K, which reverses the inequality; the true Fock exchange of the doubly filled level is −K.

## Occupations as a free list

The occupations could have been a list n_i, required only to satisfy n_j ≤ n_i whenever e_i < e_j. Degenerate levels could then be filled unequally. For such a pair the kernel vanishes, while (n_i + n_j)/2 − min(n_i, n_j) = |n_i − n_j|/2, so the pair formula fails for it. To hold for every K, the closed form would then need equal filling of degenerate levels as a further hypothesis; for a given K it is enough that degenerate levels coupled by K_ij ≠ 0 are equally filled, so degenerate levels of opposite spin may differ. Writing f_i = f(e_i) builds in equal filling of all degenerate levels.

## In a calculation

The Lorentzian has width d and area π/2 for every d > 0, so a pair with a small gap near the Fermi level of a metal places its pair integral, of size |f_i − f_j|/2, at frequencies of order d, which a fixed quadrature grid can resolve poorly; with smooth smearing that size shrinks with the gap. For the exchange term of this finite non-interacting model the closed form removes the quadrature: in the double loop over orbital pairs the weight f_i f_j is replaced by min(f_i, f_j), or the right-hand side of `hD`, factor ½ included, is subtracted from a Fock energy already computed. Methfessel–Paxton smearing of order one or higher is not monotone and leaves [0, 1], so it falls under neither `hf` nor, in general, `h01`.
